# At X, the nearest-neighbour sp³ zincblende Hamiltonian splits into four two-level problems

A Bloch Hamiltonian is fixed only up to the phases of its basis functions, and the file below attaches to each orbital the phase of its own atom's position, so that a hop along a bond vector $\mathbf d$ enters as $e^{i\mathbf k\cdot\mathbf d}$. The structure factors $g_0,g_1,g_2,g_3$ are signed averages of these phases over the four bonds from an anion to its cations. At the zone-boundary point X, taken here as $\mathbf k=\frac{2\pi}{a}(1,0,0)$ for lattice constant $a$, they are $(0,i,0,0)$. The characteristic polynomial of the 8 by 8 Hamiltonian, in which spin is left out, does not depend on how the phases of the basis functions are chosen. At X it is a product of four quadratics, one for each pair of coupled orbitals.

```lean
import Mathlib

open Matrix Polynomial

namespace ZincblendeX

noncomputable section

/-- Real parameters of the sp3 model: site energies of the anion (`sa`, `pa`) and the cation
(`sc`, `pc`), and couplings; `V1` couples anion s to cation p, `V2` cation s to anion p. -/
structure Params where
  (sa sc pa pc Vss V1 V2 Vxx Vxy : ℝ)

/-- Signs with which the four bonds (columns) enter the four structure factors (rows). -/
def bondSign : Matrix (Fin 4) (Fin 4) ℝ :=
  !![1, 1, 1, 1; 1, 1, -1, -1; 1, -1, 1, -1; 1, -1, -1, 1]

/-- The four tetrahedral bond vectors from an anion to its cations, for lattice constant `a`. -/
def bond (a : ℝ) (j : Fin 4) : Fin 3 → ℝ := fun i => a / 4 * bondSign i.succ j

/-- The structure factors g0, g1, g2, g3: signed averages of the Bloch phases of the bonds. -/
def structureFactor (a : ℝ) (k : Fin 3 → ℝ) (m : Fin 4) : ℂ :=
  1 / 4 * ∑ j, (bondSign m j : ℂ) * Complex.exp (Complex.I * ((k ⬝ᵥ bond a j : ℝ) : ℂ))

/-- The zone-boundary point X, (2π/a)(1,0,0), for lattice constant `a ≠ 0`. -/
def pointX (a : ℝ) : Fin 3 → ℝ := ![2 * Real.pi / a, 0, 0]

/-- Hopping block from cation orbitals (columns s, x, y, z) to anion orbitals (rows). -/
def hopping (P : Params) (g : Fin 4 → ℂ) : Matrix (Fin 4) (Fin 4) ℂ :=
  !![P.Vss * g 0, P.V1 * g 1, P.V1 * g 2, P.V1 * g 3;
     -(P.V2 * g 1), P.Vxx * g 0, P.Vxy * g 3, P.Vxy * g 2;
     -(P.V2 * g 2), P.Vxy * g 3, P.Vxx * g 0, P.Vxy * g 1;
     -(P.V2 * g 3), P.Vxy * g 2, P.Vxy * g 1, P.Vxx * g 0]

/-- The nearest-neighbour sp3 Hamiltonian; anion orbitals come first, then cation orbitals. -/
def hamiltonian (P : Params) (g : Fin 4 → ℂ) : Matrix (Fin 4 ⊕ Fin 4) (Fin 4 ⊕ Fin 4) ℂ :=
  fromBlocks (diagonal ![(P.sa : ℂ), P.pa, P.pa, P.pa]) (hopping P g)
    (hopping P g)ᴴ (diagonal ![(P.sc : ℂ), P.pc, P.pc, P.pc])

/-- The two-level secular polynomial Q(a,b,v) = (x - a)(x - b) - v². -/
def secular (a b v : ℝ) : ℂ[X] := (X - C (a : ℂ)) * (X - C (b : ℂ)) - C (v : ℂ) ^ 2

/-- Two orbitals of energies `a` and `b` with the imaginary coupling `iv`. -/
def pairBlock (a b v : ℝ) : Matrix (Fin 2) (Fin 2) ℂ :=
  !![(a : ℂ), v * Complex.I; -(v * Complex.I), (b : ℂ)]

/-- Pairs the anion orbitals s, x, y, z with the cation orbitals x, s, z, y. -/
def pairing : Fin 2 × Fin 4 ≃ Fin 4 ⊕ Fin 4 where
  toFun p := if p.1 = 0 then Sum.inl p.2 else Sum.inr (![1, 0, 3, 2] p.2)
  invFun := Sum.elim (fun k => (0, k)) (fun k => (1, ![1, 0, 3, 2] k))
  left_inv := by
    rintro ⟨i, k⟩
    fin_cases i <;> fin_cases k <;> rfl
  right_inv := by
    rintro (k | k) <;> fin_cases k <;> rfl

/-- The lower level of two orbitals with energies `a`, `b` and coupling strength `v`. -/
def bonding (a b v : ℝ) : ℝ := (a + b) / 2 - √(((a - b) / 2) ^ 2 + v ^ 2)

/-- The upper level of two orbitals with energies `a`, `b` and coupling strength `v`. -/
def antibonding (a b v : ℝ) : ℝ := (a + b) / 2 + √(((a - b) / 2) ^ 2 + v ^ 2)

/-- The sp3 Hamiltonian is Hermitian for any values of the structure factors. -/
theorem hamiltonian_isHermitian (P : Params) (g : Fin 4 → ℂ) :
    (hamiltonian P g).IsHermitian := by
  have d : ∀ x y : ℝ, (diagonal ![(x : ℂ), y, y, y])ᴴ = diagonal ![(x : ℂ), y, y, y] := by
    intro x y
    rw [diagonal_conjTranspose]
    congr 1
    funext i
    fin_cases i <;> simp
  rw [Matrix.IsHermitian, hamiltonian, fromBlocks_conjTranspose, d, d,
    conjTranspose_conjTranspose]

/-- At X, for nonzero lattice constant, g0 = g2 = g3 = 0 and g1 = i. -/
theorem structureFactor_X {a : ℝ} (ha : a ≠ 0) :
    structureFactor a (pointX a) = ![0, Complex.I, 0, 0] := by
  -- every bond carries the phase +i or -i
  have phase : ∀ j, Complex.exp (Complex.I * ((pointX a ⬝ᵥ bond a j : ℝ) : ℂ))
      = (bondSign 1 j : ℂ) * Complex.I := by
    intro j
    have h0 : pointX a ⬝ᵥ bond a j = 2 * Real.pi / a * (a / 4 * bondSign 1 j) := by
      simp [pointX, bond, dotProduct, Fin.sum_univ_three]
    have h : pointX a ⬝ᵥ bond a j = bondSign 1 j * (Real.pi / 2) := by
      have ha' : a⁻¹ * a = 1 := inv_mul_cancel₀ ha
      rw [h0]
      linear_combination (Real.pi * bondSign 1 j / 2) * ha'
    have hs : bondSign 1 j = 1 ∨ bondSign 1 j = -1 := by
      fin_cases j <;> simp [bondSign]
    rcases hs with hs | hs <;>
      rw [h, hs, mul_comm Complex.I, Complex.exp_mul_I, ← Complex.ofReal_cos,
        ← Complex.ofReal_sin] <;> simp
  funext m
  simp only [structureFactor, phase]
  fin_cases m <;> simp [bondSign, Fin.sum_univ_four]
  ring

/-- With g0 = g2 = g3 = 0 and g1 = i, the Hamiltonian decouples into four two-orbital
problems. -/
theorem hamiltonian_decouples (P : Params) :
    reindex pairing.symm pairing.symm (hamiltonian P ![0, Complex.I, 0, 0]) =
      blockDiagonal ![pairBlock P.sa P.pc P.V1, pairBlock P.pa P.sc (-P.V2),
        pairBlock P.pa P.pc P.Vxy, pairBlock P.pa P.pc P.Vxy] := by
  refine Matrix.ext ?_
  rintro ⟨i, k⟩ ⟨j, l⟩
  fin_cases i <;> fin_cases k <;> fin_cases j <;> fin_cases l <;>
    simp [pairing, hamiltonian, hopping, pairBlock, blockDiagonal_apply]

/-- The characteristic polynomial of a coupled pair of orbitals is Q(a,b,v). -/
theorem pairBlock_charpoly (a b v : ℝ) : (pairBlock a b v).charpoly = secular a b v := by
  have ht : (pairBlock a b v).trace = (a : ℂ) + b := by
    rw [pairBlock, trace_fin_two_of]
  have hd : (pairBlock a b v).det = (a : ℂ) * b - (v : ℂ) ^ 2 := by
    rw [pairBlock, det_fin_two_of]
    linear_combination (v : ℂ) ^ 2 * Complex.I_sq
  rw [charpoly_fin_two, ht, hd]
  simp only [secular, map_add, map_sub, map_mul, map_pow]
  ring

/-- At X, for nonzero lattice constant, the characteristic polynomial of the sp3 Hamiltonian is
Q(sa,pc,V1) Q(sc,pa,V2) Q(pa,pc,Vxy)². -/
theorem charpoly_X (P : Params) {a : ℝ} (ha : a ≠ 0) :
    (hamiltonian P (structureFactor a (pointX a))).charpoly =
      secular P.sa P.pc P.V1 * secular P.sc P.pa P.V2 * secular P.pa P.pc P.Vxy ^ 2 := by
  -- the characteristic matrix of a block-diagonal matrix is block diagonal
  have hblock : ∀ M : Fin 4 → Matrix (Fin 2) (Fin 2) ℂ,
      charmatrix (blockDiagonal M) = blockDiagonal fun k => charmatrix (M k) := by
    intro M
    refine Matrix.ext ?_
    rintro ⟨i, k⟩ ⟨j, l⟩
    by_cases hk : k = l <;> by_cases hi : i = j <;>
      simp [blockDiagonal_apply, hk, hi]
  rw [structureFactor_X ha, ← charpoly_reindex pairing.symm, hamiltonian_decouples,
    Matrix.charpoly, hblock, det_blockDiagonal, Fin.prod_univ_four]
  change (pairBlock P.sa P.pc P.V1).charpoly * (pairBlock P.pa P.sc (-P.V2)).charpoly *
    (pairBlock P.pa P.pc P.Vxy).charpoly * (pairBlock P.pa P.pc P.Vxy).charpoly = _
  simp only [pairBlock_charpoly, secular, Complex.ofReal_neg, map_neg]
  ring

/-- The roots of Q(a,b,v) are the bonding and the antibonding level. -/
theorem secular_eq_levels (a b v : ℝ) :
    secular a b v = (X - C (bonding a b v : ℂ)) * (X - C (antibonding a b v : ℂ)) := by
  have hs : bonding a b v + antibonding a b v = a + b := by
    unfold bonding antibonding
    ring
  have hp : bonding a b v * antibonding a b v = a * b - v ^ 2 := by
    have hq : √(((a - b) / 2) ^ 2 + v ^ 2) ^ 2 = ((a - b) / 2) ^ 2 + v ^ 2 :=
      Real.sq_sqrt (by positivity)
    unfold bonding antibonding
    linear_combination -hq
  -- carry sum and product of the levels over to polynomial coefficients
  have h1 := congrArg (fun r : ℝ => (C (r : ℂ) : ℂ[X])) hs
  have h2 := congrArg (fun r : ℝ => (C (r : ℂ) : ℂ[X])) hp
  simp only [Complex.ofReal_add, Complex.ofReal_sub, Complex.ofReal_mul, Complex.ofReal_pow,
    map_add, map_sub, map_mul, map_pow] at h1 h2
  unfold secular
  linear_combination X * h1 - h2

/-- All eight energies at X with their multiplicities, for nonzero lattice constant: two s-p
pairs of levels, and one p-p pair that occurs twice. -/
theorem levels_X (P : Params) {a : ℝ} (ha : a ≠ 0) :
    (hamiltonian P (structureFactor a (pointX a))).charpoly =
      ((X - C (bonding P.sa P.pc P.V1 : ℂ)) * (X - C (antibonding P.sa P.pc P.V1 : ℂ))) *
      ((X - C (bonding P.sc P.pa P.V2 : ℂ)) * (X - C (antibonding P.sc P.pa P.V2 : ℂ))) *
      ((X - C (bonding P.pa P.pc P.Vxy : ℂ)) * (X - C (antibonding P.pa P.pc P.Vxy : ℂ))) ^ 2 := by
  rw [charpoly_X P ha]
  simp only [secular_eq_levels]

/-- If both atoms have the same site energies and s-p couplings, as in the diamond lattice, the
characteristic polynomial at X is a perfect square (nonzero lattice constant). -/
theorem diamond_X (P : Params) {a : ℝ} (ha : a ≠ 0) (hs : P.sc = P.sa) (hp : P.pc = P.pa)
    (hV : P.V2 = P.V1) :
    (hamiltonian P (structureFactor a (pointX a))).charpoly =
      (secular P.sa P.pa P.V1 *
        ((X - C ((P.pa + P.Vxy : ℝ) : ℂ)) * (X - C ((P.pa - P.Vxy : ℝ) : ℂ)))) ^ 2 := by
  rw [charpoly_X P ha, hs, hp, hV]
  simp only [secular, Complex.ofReal_add, Complex.ofReal_sub, map_add, map_sub]
  ring

end

end ZincblendeX
```

```lean
#print axioms ZincblendeX.hamiltonian_isHermitian
-- 'ZincblendeX.hamiltonian_isHermitian' depends on axioms: [propext, Classical.choice, Quot.sound]
#print axioms ZincblendeX.hamiltonian_decouples
-- 'ZincblendeX.hamiltonian_decouples' depends on axioms: [propext, Classical.choice, Quot.sound]
#print axioms ZincblendeX.levels_X
-- 'ZincblendeX.levels_X' depends on axioms: [propext, Classical.choice, Quot.sound]
#print axioms ZincblendeX.diamond_X
-- 'ZincblendeX.diamond_X' depends on axioms: [propext, Classical.choice, Quot.sound]
```

## The crystal model in the definitions

Each primitive cell holds one anion and one cation, and each atom carries one s and three p orbitals. The structure `Params` collects the real parameters: the site energies $s_a, p_a$ of the anion and $s_c, p_c$ of the cation, and the couplings $V_{ss}, V_1, V_2, V_{xx}, V_{xy}$. Here $V_1$ couples anion s to cation p, and $V_2$ couples cation s to anion p.

An anion has four cation neighbours, numbered $j=0,1,2,3$. For lattice constant $a$, `bond` places them at

$$
\mathbf d_0=\tfrac a4(1,1,1),\quad \mathbf d_1=\tfrac a4(1,-1,-1),\quad \mathbf d_2=\tfrac a4(-1,1,-1),\quad \mathbf d_3=\tfrac a4(-1,-1,1).
$$

The matrix `bondSign` has entries $\sigma_{mj}=\pm1$. Its row 0 is all ones, and its rows 1 to 3 hold the signs of the x, y and z components of the bonds. The structure factors are

$$
g_m(\mathbf k)=\frac14\sum_{j=0}^{3}\sigma_{mj}\,e^{i\mathbf k\cdot\mathbf d_j}.
$$

Because of the factor $\tfrac14$, the couplings already contain the number of neighbours. For instance, $V_{ss}$ is four times the s-s matrix element of a single bond. In terms of the two-centre p-p integrals of one bond, $V_{xy}=\tfrac43(V_{pp\sigma}-V_{pp\pi})$.

The block `hopping` has anion orbitals as rows and cation orbitals as columns, both in the order s, x, y, z. Its sign pattern follows from the bond geometry. An s-p coupling is proportional to one direction cosine and changes sign when the s and p orbitals exchange ends of the bond, hence $V_1g_1$ in one place and $-V_2g_1$ in the other. An x-y coupling is proportional to the product of two direction cosines, whose sign on these bonds is that of the third, hence $V_{xy}g_3$. The full `hamiltonian` has the site energies on its diagonal, `hopping` in the upper right block and the adjoint of `hopping` in the lower left.

## What is proved about the energies

Define `secular` by $Q(\alpha,\beta,v)=(x-\alpha)(x-\beta)-v^2$, a polynomial in $x$ with complex coefficients. The main theorem, `charpoly_X`, says that for all real parameters and every $a\neq0$ the Hamiltonian at $\mathbf k=\frac{2\pi}{a}(1,0,0)$ has the characteristic polynomial

$$
Q(s_a,p_c,V_1)\;Q(s_c,p_a,V_2)\;Q(p_a,p_c,V_{xy})^2 .
$$

The hypothesis $a\ne0$ keeps the point X meaningful: Lean evaluates $2\pi/0$ as $0$, which would give $\mathbf k=0$ and $g_0=1$.

The theorem `levels_X` splits each quadratic into its two roots,

$$
E_\pm(\alpha,\beta,v)=\frac{\alpha+\beta}2\pm\sqrt{\Big(\frac{\alpha-\beta}2\Big)^2+v^2},
$$

called `bonding` for the lower sign and `antibonding` for the upper. All eight energies are thereby listed with multiplicity: two from each s-p pair, and two p-p levels that each occur twice.

In `diamond_X` the two atoms have equal site energies and equal s-p couplings. The polynomial is then the square of

$$
Q(s_a,p_a,V_1)\,(x-p_a-V_{xy})(x-p_a+V_{xy}),
$$

so every energy at X has even multiplicity.

For this non-interacting, spinless model with nearest-neighbour hopping and an orthogonal basis, the formulas give reference values for a band-structure program and relate fitted parameters to energies at X. They also show the limits of such a fit: $V_{ss}$ and $V_{xx}$ do not appear at all, and the other couplings enter only through their squares.

The 8 by 8 matrix is taken as the definition of the model and is not derived from an infinite crystal. The couplings are free real numbers, with no law for their dependence on bond length. A scaling rule such as Harrison's can be inserted at each lattice constant, since the theorem holds for any values.

## The phases at X

At X only the x component of a bond matters:

$$
\mathbf k\cdot\mathbf d_j=\frac{2\pi}{a}\cdot\frac a4\,\sigma_{1j}=\frac{\pi}{2}\,\sigma_{1j},
\qquad e^{i\mathbf k\cdot\mathbf d_j}=i\,\sigma_{1j}.
$$

Two bonds carry the phase $i$ and two carry $-i$. Therefore

$$
g_m=\frac i4\sum_j\sigma_{mj}\sigma_{1j},
$$

and since the rows of the sign matrix are mutually orthogonal with squared length 4, this is $i$ for $m=1$ and $0$ otherwise.

The proof of `structureFactor_X` has the same two stages. Its inner statement `phase` cancels the lattice constant and applies Euler's formula separately for $\sigma_{1j}=1$ and $\sigma_{1j}=-1$. The four sums are then evaluated one by one with `fin_cases m`.

## Four pairs of orbitals

With these structure factors the hopping block becomes

$$
\begin{pmatrix}
0&iV_1&0&0\\
-iV_2&0&0&0\\
0&0&0&iV_{xy}\\
0&0&iV_{xy}&0
\end{pmatrix}.
$$

Each row and each column has only one entry that can be nonzero, so each anion orbital couples to at most one cation orbital. The pairs are anion s with cation x, anion x with cation s, anion y with cation z, and anion z with cation y. Listing the orbitals pair by pair, anion first, makes the Hamiltonian block diagonal with the blocks

$$
\begin{pmatrix}s_a&iV_1\\-iV_1&p_c\end{pmatrix},\quad
\begin{pmatrix}p_a&-iV_2\\iV_2&s_c\end{pmatrix},\quad
\begin{pmatrix}p_a&iV_{xy}\\-iV_{xy}&p_c\end{pmatrix}\ \text{(twice)}.
$$

In Lean the new order is the bijection `pairing`. An index in `Fin 2 × Fin 4` states first whether the orbital belongs to the anion or the cation, and then which of the four pairs it is in. The theorem `hamiltonian_decouples` compares the reordered Hamiltonian with the block-diagonal matrix entry by entry. Each block is an instance of `pairBlock`, the second with coupling `-P.V2`.

## From one block to the full polynomial

A block with energies $\alpha,\beta$ and off-diagonal entries $iv,-iv$ has trace $\alpha+\beta$ and determinant

$$
\alpha\beta-(iv)(-iv)=\alpha\beta-v^2 .
$$

Its characteristic polynomial is therefore

$$
x^2-(\alpha+\beta)x+\alpha\beta-v^2=Q(\alpha,\beta,v).
$$

This is `pairBlock_charpoly`, which inserts the trace and the determinant into the general formula for 2 by 2 matrices.

Reordering the basis leaves the characteristic polynomial unchanged, and the determinant of a block-diagonal matrix is the product of the determinants of its blocks. Hence the full polynomial is

$$
Q(s_a,p_c,V_1)\,Q(p_a,s_c,-V_2)\,Q(p_a,p_c,V_{xy})^2 .
$$

Since $Q$ is symmetric in its two energies and even in $v$, the second factor equals $Q(s_c,p_a,V_2)$, which gives the stated result.

The proof of `charpoly_X` follows this order. `charpoly_reindex` justifies the change of basis order, the auxiliary statement `hblock` shows that $x-H$ is block diagonal when $H$ is, and `det_blockDiagonal` supplies the product. The final `ring` takes care of the symmetry and the sign of $V_2$.

## The levels, the diamond case and Hermiticity

To factor $Q$, it is enough to check the sum and the product of the proposed roots:

$$
E_-+E_+=\alpha+\beta,\qquad
E_-E_+=\frac{(\alpha+\beta)^2}4-\frac{(\alpha-\beta)^2}4-v^2=\alpha\beta-v^2 .
$$

These are `hs` and `hp` in `secular_eq_levels`. The second uses that the radicand is nonnegative, so that squaring the root returns it. The proof then carries both identities over to polynomial coefficients, and `levels_X` substitutes the factorisation into `charpoly_X`.

For equal atoms the two s-p factors coincide, and the p-p factor becomes

$$
(x-p_a)^2-V_{xy}^2=(x-p_a-V_{xy})(x-p_a+V_{xy}),
$$

so the whole product is a square. The proof of `diamond_X` substitutes the three equalities and expands.

Finally, `hamiltonian_isHermitian` holds for arbitrary complex $g_m$, not only those at X. Taking the adjoint exchanges the two off-diagonal blocks, which are adjoints of each other by definition, and leaves the real diagonal blocks unchanged. For a Hermitian matrix, the multiplicity of a root of the characteristic polynomial is the number of independent states at that energy, so the multiplicities in `levels_X` are the degeneracies of this spinless model once coinciding levels are counted together.
